# An operator with the same expectation value in every normalised state is a multiple of the identity

Let T be a linear operator defined on the whole of a complex inner product space, which may have any dimension; T need not be self-adjoint. The lemma says that if the expectation value ⟨u, Tu⟩ is the same complex number c for every unit vector u, then T is c times the identity. The attempt first shows that ⟨(T − c)x, x⟩ = 0 for every vector x, by writing a nonzero x as its norm times a unit vector and using the hypothesis there. It then applies Mathlib's `inner_map_self_eq_zero`, by which a linear operator on a complex space with ⟨Sx, x⟩ = 0 for all x is zero, to S = T − c.

Lean 4 with Mathlib refuses this proof:

```lean
import Mathlib

open scoped InnerProductSpace ComplexConjugate

namespace EqScalarOfExpectation

noncomputable section

variable {E : Type*} [NormedAddCommGroup E] [InnerProductSpace ℂ E]

/-- An operator whose expectation value is the same number `c` in every normalized state
is `c` times the identity. -/
theorem eq_scalar_of_expectation (T : E →ₗ[ℂ] E) (c : ℂ)
    (h : ∀ u : E, ‖u‖ = 1 → ⟪u, T u⟫_ℂ = c) : T = c • LinearMap.id := by
  have key : ∀ x : E, ⟪(T - c • LinearMap.id) x, x⟫_ℂ = 0 := by
    intro x
    by_cases hx : x = 0
    · simp [hx]
    have hn : (‖x‖ : ℂ) ≠ 0 := Complex.ofReal_ne_zero.mpr (norm_ne_zero_iff.mpr hx)
    -- write x as its norm times a normalized state
    obtain ⟨u, hu, hxu⟩ : ∃ u : E, ‖u‖ = 1 ∧ x = (‖x‖ : ℂ) • u := by
      refine ⟨(‖x‖ : ℂ)⁻¹ • x, ?_, (smul_inv_smul₀ hn x).symm⟩
      rw [norm_smul, norm_inv, Complex.norm_real, norm_norm,
        inv_mul_cancel₀ (norm_ne_zero_iff.mpr hx)]
    have h0 : ⟪u, (T - c • LinearMap.id) u⟫_ℂ = 0 := by
      rw [LinearMap.sub_apply, LinearMap.smul_apply, LinearMap.id_apply, inner_sub_right,
        inner_smul_right, h u hu, inner_self_eq_norm_sq_to_K, hu]
      simp
    rw [hxu, map_smul, inner_smul_left, inner_smul_right, inner_eq_zero_symm.mp h0]
    simp
  exact sub_eq_zero.mp ((inner_map_self_eq_zero _).mp key)

end

end EqScalarOfExpectation
```

Lean reports:

```
Main.lean:15:23: error: Function expected at
  T - c • LinearMap.id
but this term has type
  ?m.53

Note: Expected a function because this term is being applied to the argument
  x
Main.lean:25:18: error: Function expected at
  T - c • LinearMap.id
but this term has type
  ?m.191

Note: Expected a function because this term is being applied to the argument
  u
```

The repair, with which the file compiles:

```diff
@@ -13,5 +13,5 @@
 theorem eq_scalar_of_expectation (T : E →ₗ[ℂ] E) (c : ℂ)
     (h : ∀ u : E, ‖u‖ = 1 → ⟪u, T u⟫_ℂ = c) : T = c • LinearMap.id := by
-  have key : ∀ x : E, ⟪(T - c • LinearMap.id) x, x⟫_ℂ = 0 := by
+  have key : ∀ x : E, ⟪(T - c • LinearMap.id : E →ₗ[ℂ] E) x, x⟫_ℂ = 0 := by
     intro x
     by_cases hx : x = 0
@@ -23,5 +23,5 @@
       rw [norm_smul, norm_inv, Complex.norm_real, norm_norm,
         inv_mul_cancel₀ (norm_ne_zero_iff.mpr hx)]
-    have h0 : ⟪u, (T - c • LinearMap.id) u⟫_ℂ = 0 := by
+    have h0 : ⟪u, (T - c • LinearMap.id : E →ₗ[ℂ] E) u⟫_ℂ = 0 := by
       rw [LinearMap.sub_apply, LinearMap.smul_apply, LinearMap.id_apply, inner_sub_right,
         inner_smul_right, h u hu, inner_self_eq_norm_sq_to_K, hu]
```

What went wrong. Both messages report the same fault, once in the statement of `key` and once in that of `h0`. In each, the difference `T - c • LinearMap.id` is applied to a vector, so Lean must know its type in order to treat it as a function. At that point the type is still an unknown, shown as `?m.53` and `?m.191`, and Lean reports "Function expected". Although `T` has a declared type, Lean has not yet settled the type of the whole difference, and `LinearMap.id` is written without saying which space it acts on.

The repair adds the type ascription `: E →ₗ[ℂ] E` inside the parentheses in both places. This tells Lean that the difference is a complex-linear map from `E` to itself, which can be applied to `x` or `u`. The mathematical argument and the proof steps are unchanged.
